# Nine Majorana bilinears obey six product rules that no table of ±1 values can satisfy

Suppose that each of nine fermion-parity observables carried a fixed value, 1 or −1, whatever compatible observables were measured alongside it. When the nine are built from six Majorana operators, this picture fails: at least one of six product rules obeyed by the operators comes out with the wrong sign. A simulation that stores one fixed sign per observable therefore cannot reproduce all the joint parity measurements on a state of definite total parity, even in this three-mode algebra.

In Lean 4 with Mathlib:

```lean
import Mathlib

open Equiv
open scoped Kronecker

namespace MajoranaContextuality

noncomputable section
```

The six operators are \(g_a\) and \(h_b\), with \(a,b\in\{0,1,2\}\). Each squares to one, and any two different ones anticommute. These are the relations of ideal Majorana operators, two for each ordinary fermion mode. `IsMajoranaSextet g h` records them in an arbitrary ring `A`. It assumes no Hamiltonian, Hermiticity or finite dimension.

```lean
/-- Six Majorana operators `g 0, g 1, g 2, h 0, h 1, h 2`: each squares to one and
any two different ones anticommute. -/
structure IsMajoranaSextet {A : Type*} [Ring A] (g h : Fin 3 → A) : Prop where
  g_sq : ∀ a, g a * g a = 1
  h_sq : ∀ b, h b * h b = 1
  g_anti : ∀ a c, a ≠ c → g a * g c = -(g c * g a)
  h_anti : ∀ b d, b ≠ d → h b * h d = -(h d * h b)
  gh_anti : ∀ a b, g a * h b = -(h b * g a)
```

In a complex algebra, set \(M_{ab}=i\,g_a h_b\). If the Majoranas are Hermitian, so is \(M_{ab}\), and it measures the joint parity of the pair.

```lean
/-- The Majorana bilinear `M_ab = i g_a h_b`. -/
def bilinear {A : Type*} [Ring A] [Algebra ℂ A] (g h : Fin 3 → A) (a b : Fin 3) : A :=
  Complex.I • (g a * h b)
```

A permutation \(s\) of the labels picks one entry from each row of a three by three table \(m\). `ParityRelation m s` says that the product of these entries, in row order, equals the sign of \(s\) times the diagonal product. The entries may lie in any ring, so operators and numbers face the same condition.

```lean
/-- The relation `m_0s(0) m_1s(1) m_2s(2) = sign(s) m_00 m_11 m_22` for a three by three
table `m` of operators or numbers. -/
def ParityRelation {R : Type*} [Ring R] (m : Fin 3 → Fin 3 → R) (s : Perm (Fin 3)) : Prop :=
  m 0 (s 0) * m 1 (s 1) * m 2 (s 2) =
    ((Perm.sign s : ℤ) : R) * (m 0 0 * m 1 1 * m 2 2)
```

## (a) The permutations of three labels

**Task.** List every permutation as \((s(0),s(1),s(2))\), with its sign.

**Solution.** The identity is even, a single swap is odd, and a product of two swaps is even:

\[
\begin{aligned}
+1:&\quad (0,1,2),\ (1,2,0),\ (2,0,1),\\
-1:&\quad (1,0,2),\ (0,2,1),\ (2,1,0).
\end{aligned}
\]

In the code, `decide` confirms that every permutation is the identity, a swap or one of two products of swaps. The signs then follow from the rules for swaps and products.

```lean
/-- The six permutations of three labels, with their signs. -/
theorem perm_table (s : Perm (Fin 3)) :
    (s 0 = 0 ∧ s 1 = 1 ∧ s 2 = 2 ∧ Perm.sign s = 1) ∨
    (s 0 = 1 ∧ s 1 = 0 ∧ s 2 = 2 ∧ Perm.sign s = -1) ∨
    (s 0 = 0 ∧ s 1 = 2 ∧ s 2 = 1 ∧ Perm.sign s = -1) ∨
    (s 0 = 2 ∧ s 1 = 1 ∧ s 2 = 0 ∧ Perm.sign s = -1) ∨
    (s 0 = 1 ∧ s 1 = 2 ∧ s 2 = 0 ∧ Perm.sign s = 1) ∨
    (s 0 = 2 ∧ s 1 = 0 ∧ s 2 = 1 ∧ Perm.sign s = 1) := by
  have key : s = 1 ∨ s = swap 0 1 ∨ s = swap 1 2 ∨ s = swap 0 2 ∨
      s = swap 0 1 * swap 1 2 ∨ s = swap 1 2 * swap 0 1 := by
    revert s; decide
  rcases key with rfl | rfl | rfl | rfl | rfl | rfl
  · exact Or.inl ⟨rfl, rfl, rfl, Perm.sign_one⟩
  · exact Or.inr (Or.inl ⟨by decide, by decide, by decide, Perm.sign_swap (by decide)⟩)
  · exact Or.inr (Or.inr (Or.inl
      ⟨by decide, by decide, by decide, Perm.sign_swap (by decide)⟩))
  · exact Or.inr (Or.inr (Or.inr (Or.inl
      ⟨by decide, by decide, by decide, Perm.sign_swap (by decide)⟩)))
  · exact Or.inr (Or.inr (Or.inr (Or.inr (Or.inl
      ⟨by decide, by decide, by decide, by simp [Perm.sign_mul]⟩))))
  · exact Or.inr (Or.inr (Or.inr (Or.inr (Or.inr
      ⟨by decide, by decide, by decide, by simp [Perm.sign_mul]⟩))))
```

## (b) Reordering four Majoranas

**Task.** Bring the two \(g\) operators together:

\[
g_a h_b\,g_c h_d=-\,g_a g_c\,h_b h_d .
\]

**Solution.** Only \(h_b\) and \(g_c\) change places, and \(h_b g_c=-g_c h_b\). This holds for all labels, equal or not. The proof makes the same replacement inside the regrouped product.

```lean
section Operators

variable {A : Type*} [Ring A] {g h : Fin 3 → A}

/-- Moving `g_c` to the left past `h_b` costs one minus sign. -/
theorem reorder (H : IsMajoranaSextet g h) (a b c d : Fin 3) :
    g a * h b * (g c * h d) = -(g a * g c * (h b * h d)) := by
  have hg : h b * g c = -(g c * h b) := by rw [H.gh_anti c b, neg_neg]
  calc g a * h b * (g c * h d) = g a * (h b * g c) * h d := by simp only [mul_assoc]
    _ = -(g a * g c * (h b * h d)) := by rw [hg]; noncomm_ring
```

## (c) The square of a bilinear

**Task.** Show that \(M_{ab}^2=1\).

**Solution.** By (b),

\[
M_{ab}^2=i^2\,g_a h_b g_a h_b=-(-g_a^2h_b^2)=1 .
\]

The proof first collects the two factors of \(i\), then uses `reorder` and the two squares.

```lean
variable [Algebra ℂ A]

/-- Every bilinear `M_ab` squares to one. -/
theorem bilinear_sq (H : IsMajoranaSextet g h) (a b : Fin 3) :
    bilinear g h a b * bilinear g h a b = 1 := by
  simp only [bilinear, smul_mul_assoc, mul_smul_comm]
  rw [reorder H, H.g_sq, H.h_sq, smul_smul, Complex.I_mul_I]
  simp
```

## (d) Bilinears without a common Majorana

**Task.** For \(a\ne c\) and \(b\ne d\), show that

\[
M_{ab}M_{cd}=M_{cd}M_{ab}.
\]

**Solution.** The factor \(i^2\) cancels the sign in (b), so \(M_{ab}M_{cd}=g_a g_c h_b h_d\). Exchanging the two \(g\)'s and the two \(h\)'s gives two minus signs:

\[
g_a g_c h_b h_d=g_c g_a h_d h_b=M_{cd}M_{ab}.
\]

The three bilinears picked by a permutation therefore commute and, when Hermitian, can be measured together. In the proof, `neg_mul_neg` cancels the two signs.

```lean
/-- Two bilinears that share no Majorana operator commute. -/
theorem bilinear_comm (H : IsMajoranaSextet g h) {a b c d : Fin 3} (hac : a ≠ c) (hbd : b ≠ d) :
    bilinear g h a b * bilinear g h c d = bilinear g h c d * bilinear g h a b := by
  simp only [bilinear, smul_mul_assoc, mul_smul_comm]
  rw [reorder H a b c d, reorder H c d a b, H.g_anti a c hac, H.h_anti b d hbd, neg_mul_neg]
```

## (e) Exchanging two \(h\) labels

**Task.** For \(b\ne d\), and any \(a,c\), show that

\[
M_{ab}M_{cd}=-M_{ad}M_{cb}.
\]

**Solution.** Now only the \(h\)'s are exchanged:

\[
M_{ab}M_{cd}=g_a g_c h_b h_d=-g_a g_c h_d h_b=-M_{ad}M_{cb}.
\]

The proof applies `reorder` to both sides and then anticommutes \(h_b\) with \(h_d\).

```lean
/-- If the `h` labels of two bilinears differ, exchanging them reverses the sign of the product. -/
theorem bilinear_exchange (H : IsMajoranaSextet g h) (a c : Fin 3) {b d : Fin 3} (hbd : b ≠ d) :
    bilinear g h a b * bilinear g h c d = -(bilinear g h a d * bilinear g h c b) := by
  simp only [bilinear, smul_mul_assoc, mul_smul_comm]
  rw [reorder H a b c d, reorder H a d c b, H.h_anti b d hbd]
  simp
```

## (f) The six operator relations

**Task.** For every permutation \(s\), show that

\[
M_{0s(0)}M_{1s(1)}M_{2s(2)}=\operatorname{sign}(s)\,M_{00}M_{11}M_{22}.
\]

**Solution.** The identity needs no work. For the others, sort the second labels by exchanging neighbours, with one minus sign from (e) each time:

\[
\begin{aligned}
M_{01}M_{10}M_{22}&=-M_{00}M_{11}M_{22},\\
M_{00}M_{12}M_{21}&=-M_{00}M_{11}M_{22},\\
M_{02}M_{11}M_{20}&=-M_{01}M_{12}M_{20}=M_{01}M_{10}M_{22}=-M_{00}M_{11}M_{22},\\
M_{01}M_{12}M_{20}&=-M_{01}M_{10}M_{22}=M_{00}M_{11}M_{22},\\
M_{02}M_{10}M_{21}&=-M_{00}M_{12}M_{21}=M_{00}M_{11}M_{22}.
\end{aligned}
\]

The code splits into the cases of `perm_table`. Its `e01` exchanges labels between the first two factors, and `e12` between the last two.

```lean
/-- The Majorana bilinears satisfy the parity relation of every permutation. -/
theorem bilinear_parity (H : IsMajoranaSextet g h) (s : Perm (Fin 3)) :
    ParityRelation (bilinear g h) s := by
  have e01 : ∀ b d : Fin 3, b ≠ d → bilinear g h 0 b * bilinear g h 1 d =
      -(bilinear g h 0 d * bilinear g h 1 b) := fun b d hb => bilinear_exchange H 0 1 hb
  have e12 : ∀ b d : Fin 3, b ≠ d → bilinear g h 1 b * bilinear g h 2 d =
      -(bilinear g h 1 d * bilinear g h 2 b) := fun b d hb => bilinear_exchange H 1 2 hb
  unfold ParityRelation
  -- sort the `h` labels by exchanges of neighbours
  rcases perm_table s with ⟨h0, h1, h2, hs⟩ | ⟨h0, h1, h2, hs⟩ | ⟨h0, h1, h2, hs⟩ |
    ⟨h0, h1, h2, hs⟩ | ⟨h0, h1, h2, hs⟩ | ⟨h0, h1, h2, hs⟩ <;> rw [h0, h1, h2, hs]
  · simp
  · rw [e01 1 0 (by decide)]; simp
  · rw [mul_assoc, e12 2 1 (by decide)]; simp [mul_assoc]
  · rw [e01 2 1 (by decide), neg_mul, mul_assoc, e12 2 0 (by decide), mul_neg, ← mul_assoc,
      e01 1 0 (by decide)]
    simp
  · rw [mul_assoc, e12 2 0 (by decide), mul_neg, ← mul_assoc, e01 1 0 (by decide)]; simp
  · rw [e01 2 0 (by decide), neg_mul, mul_assoc, e12 2 1 (by decide)]; simp [mul_assoc]

end Operators
```

## (g) The same relations for commuting numbers

**Task.** Let the entries \(v_{ab}\) lie in a commutative domain of characteristic zero, such as the integers or the complex numbers. If they satisfy all six relations, show that

\[
v_{00}v_{11}v_{22}=0 .
\]

**Solution.** Write \(c=v_{00}v_{11}v_{22}\). The three even terms each equal \(c\), and the three odd terms each equal \(-c\). Both groups use every entry of the table exactly once, so their products agree:

\[
\begin{aligned}
&(v_{00}v_{11}v_{22})(v_{01}v_{12}v_{20})(v_{02}v_{10}v_{21})\\
&\quad=(v_{01}v_{10}v_{22})(v_{00}v_{12}v_{21})(v_{02}v_{11}v_{20}).
\end{aligned}
\]

This reads \(c^3=(-c)^3\), or \(2c^3=0\), and hence \(c=0\). In the proof, `ring` checks the rearrangement `p`, and `q` is the equation \(2c^3=0\). The rearrangement relies on the entries commuting, whereas some of the operators, such as \(M_{00}\) and \(M_{01}\), anticommute.

```lean
/-- If a table `v` with entries in a commutative domain of characteristic zero satisfies all six
parity relations, then `v_00 v_11 v_22 = 0`. -/
theorem classical_product_vanishes {R : Type*} [CommRing R] [IsDomain R] [CharZero R]
    (v : Fin 3 → Fin 3 → R) (hv : ∀ s, ParityRelation v s) :
    v 0 0 * v 1 1 * v 2 2 = 0 := by
  have even : ∀ s : Perm (Fin 3), Perm.sign s = 1 →
      v 0 (s 0) * v 1 (s 1) * v 2 (s 2) = v 0 0 * v 1 1 * v 2 2 := fun s hs => by
    have e := hv s
    unfold ParityRelation at e
    rw [e, hs]; simp
  have odd : ∀ s : Perm (Fin 3), Perm.sign s = -1 →
      v 0 (s 0) * v 1 (s 1) * v 2 (s 2) = -(v 0 0 * v 1 1 * v 2 2) := fun s hs => by
    have e := hv s
    unfold ParityRelation at e
    rw [e, hs]; simp
  have o1 : v 0 1 * v 1 0 * v 2 2 = _ := odd (swap 0 1) (Perm.sign_swap (by decide))
  have o2 : v 0 0 * v 1 2 * v 2 1 = _ := odd (swap 1 2) (Perm.sign_swap (by decide))
  have o3 : v 0 2 * v 1 1 * v 2 0 = _ := odd (swap 0 2) (Perm.sign_swap (by decide))
  have e1 : v 0 1 * v 1 2 * v 2 0 = _ :=
    even (swap 0 1 * swap 1 2) (by simp [Perm.sign_mul])
  have e2 : v 0 2 * v 1 0 * v 2 1 = _ :=
    even (swap 1 2 * swap 0 1) (by simp [Perm.sign_mul])
  -- even and odd terms both multiply to the product of all nine entries
  have p : (v 0 0 * v 1 1 * v 2 2) * (v 0 1 * v 1 2 * v 2 0) * (v 0 2 * v 1 0 * v 2 1) =
      (v 0 1 * v 1 0 * v 2 2) * (v 0 0 * v 1 2 * v 2 1) * (v 0 2 * v 1 1 * v 2 0) := by ring
  rw [e1, e2, o1, o2, o3] at p
  have q : 2 * (v 0 0 * v 1 1 * v 2 2) ^ 3 = 0 := by linear_combination p
  exact (pow_eq_zero_iff (by norm_num)).mp ((mul_eq_zero.mp q).resolve_left two_ne_zero)
```

## (h) Operators against fixed values

**Task.** Show that the bilinears satisfy all six relations, while no integer table with every \(v_{ab}=\pm1\) satisfies

\[
v_{0s(0)}v_{1s(1)}v_{2s(2)}=\operatorname{sign}(s)\,v_{00}v_{11}v_{22}\quad\text{for all }s.
\]

**Solution.** The first half is (f). For the second, (g) would force \(v_{00}v_{11}v_{22}=0\), but a product of three signs is never zero. The code follows the same two steps, with `ne` recording that no entry vanishes.

The table gives each bilinear one value, shared by every permutation that picks it. For Hermitian Majoranas, the three commuting bilinears of any permutation multiply to plus or minus the same observable, the total parity \(M_{00}M_{11}M_{22}\). Imposing the six relations on the values means that this observable also has one value, whichever triple is used to find it. These shared values are the noncontextual assumption being excluded. The statement concerns exact values and contains no state, probabilities or measurement noise.

```lean
/-- The bilinears `i g_a h_b` satisfy all six parity relations, but no assignment of values `1` or
`-1` to the nine bilinears does. -/
theorem majorana_contextuality {A : Type*} [Ring A] [Algebra ℂ A] {g h : Fin 3 → A}
    (H : IsMajoranaSextet g h) :
    (∀ s, ParityRelation (bilinear g h) s) ∧
    ¬ ∃ v : Fin 3 → Fin 3 → ℤ, (∀ a b, v a b = 1 ∨ v a b = -1) ∧ ∀ s, ParityRelation v s := by
  refine ⟨bilinear_parity H, ?_⟩
  rintro ⟨v, hv, hr⟩
  have ne : ∀ a b, v a b ≠ 0 := fun a b => by
    rcases hv a b with e | e <;> rw [e] <;> norm_num
  exact mul_ne_zero (mul_ne_zero (ne 0 0) (ne 1 1)) (ne 2 2) (classical_product_vanishes v hr)
```

## (i) Leaving out one relation

**Task.** For any permutation \(t\) other than the identity, find signs \(v_{ab}\) that satisfy the relations of all \(s\ne t\).

**Solution.** Make two entries negative and the other seven positive:

\[
v_{0,t(1)}=v_{1,t(0)}=-1 .
\]

The permutation that picks both negative entries is \(t\) preceded by the swap of 0 and 1. Its parity is opposite to that of \(t\), and its product is \(+1\). The other two permutations of that parity pick neither entry, so they also give \(+1\). Among the permutations with the parity of \(t\), \(t\) itself gives \(+1\), and each of the other two picks one negative entry and gives \(-1\).

Apart from \(t\), the two parity classes thus have opposite products, as required. The diagonal product is \(+1\) for odd \(t\) and \(-1\) for even \(t\), which fixes the overall sign correctly. The identity is excluded because its relation holds for every table, so leaving it out removes no constraint.

In the code, `sgn` turns the sign into an explicit case formula, and `decide` checks all pairs \(s,t\).

```lean
set_option maxRecDepth 10000 in
/-- If the relation of any one permutation `t` other than the identity is dropped, some
assignment of values `1` or `-1` satisfies all the others. -/
theorem drop_one_relation (t : Perm (Fin 3)) (ht : t ≠ 1) :
    ∃ v : Fin 3 → Fin 3 → ℤ, (∀ a b, v a b = 1 ∨ v a b = -1) ∧
      ∀ s, s ≠ t → ParityRelation v s := by
  have sgn : ∀ s : Perm (Fin 3), (Perm.sign s : ℤ) =
      if (s 0 = 0 ∧ s 1 = 1) ∨ (s 0 = 1 ∧ s 1 = 2) ∨ (s 0 = 2 ∧ s 1 = 0) then 1 else -1 := by
    intro s
    rcases perm_table s with ⟨h0, h1, _, hs⟩ | ⟨h0, h1, _, hs⟩ | ⟨h0, h1, _, hs⟩ |
      ⟨h0, h1, _, hs⟩ | ⟨h0, h1, _, hs⟩ | ⟨h0, h1, _, hs⟩ <;> simp [h0, h1, hs]
  -- two entries are negative, both on a permutation of parity opposite to `t`
  refine ⟨fun a b => if b = t (swap 0 1 a) ∧ b ≠ t a then -1 else 1, fun a b => ?_, ?_⟩
  · dsimp only
    split_ifs <;> simp
  · intro s hs
    unfold ParityRelation
    rw [sgn s, Int.cast_id]
    clear sgn
    revert s t
    decide
```

## (j) Majorana operators on three qubits

The matrices are built from the Pauli matrices \(X,Y,Z\) and their threefold tensor products.

```lean
/-- The Pauli matrix `X`. -/
def pX : Matrix (Fin 2) (Fin 2) ℂ := !![0, 1; 1, 0]

/-- The Pauli matrix `Y`. -/
def pY : Matrix (Fin 2) (Fin 2) ℂ := !![0, -Complex.I; Complex.I, 0]

/-- The Pauli matrix `Z`. -/
def pZ : Matrix (Fin 2) (Fin 2) ℂ := !![1, 0; 0, -1]

/-- The operator `P ⊗ Q ⊗ R` on three qubits. -/
def tri (P Q R : Matrix (Fin 2) (Fin 2) ℂ) :
    Matrix (Fin 2 × Fin 2 × Fin 2) (Fin 2 × Fin 2 × Fin 2) ℂ := P ⊗ₖ (Q ⊗ₖ R)
```

**Task.** Show that the following Jordan-Wigner matrices satisfy the Majorana relations:

\[
\begin{aligned}
g_0&=X\otimes1\otimes1, & h_0&=Y\otimes1\otimes1,\\
g_1&=Z\otimes X\otimes1, & h_1&=Z\otimes Y\otimes1,\\
g_2&=Z\otimes Z\otimes X, & h_2&=Z\otimes Z\otimes Y.
\end{aligned}
\]

**Solution.** Every tensor factor squares to one, so every product does too. For equal labels, \(g_a\) and \(h_a\) differ only in the factor where \(X\) meets \(Y\), which gives one minus sign. For different labels, look at the qubit with the smaller label: there \(X\) or \(Y\) meets \(Z\) and gives a minus sign. On every other qubit the factors commute. Any two different matrices therefore anticommute.

The proof multiplies tensor products factor by factor (`mul`), pulls out signs (`n1`, `n2`, `n3`) and uses the Pauli products to check each pair. The assumptions of (h) are thus realised by concrete \(8\times8\) matrices.

```lean
/-- The Jordan-Wigner matrices on three qubits are six Majorana operators. -/
theorem isMajoranaSextet_witness :
    IsMajoranaSextet ![tri pX 1 1, tri pZ pX 1, tri pZ pZ pX]
      ![tri pY 1 1, tri pZ pY 1, tri pZ pZ pY] := by
  have mul : ∀ P Q R P' Q' R', tri P Q R * tri P' Q' R' = tri (P * P') (Q * Q') (R * R') := by
    intros; simp only [tri, Matrix.mul_kronecker_mul]
  have one : tri 1 1 1 = 1 := by simp [tri]
  have n1 : ∀ P Q R, tri (-P) Q R = -tri P Q R := by
    intros; ext i j; simp [tri, Matrix.kroneckerMap_apply]
  have n2 : ∀ P Q R, tri P (-Q) R = -tri P Q R := by
    intros; ext i j; simp [tri, Matrix.kroneckerMap_apply]
  have n3 : ∀ P Q R, tri P Q (-R) = -tri P Q R := by
    intros; ext i j; simp [tri, Matrix.kroneckerMap_apply]
  -- the Pauli algebra
  have xx : pX * pX = 1 := by
    ext i j; fin_cases i <;> fin_cases j <;> simp [pX, Matrix.mul_apply, Fin.sum_univ_succ]
  have yy : pY * pY = 1 := by
    ext i j; fin_cases i <;> fin_cases j <;> simp [pY, Matrix.mul_apply, Fin.sum_univ_succ]
  have zz : pZ * pZ = 1 := by
    ext i j; fin_cases i <;> fin_cases j <;> simp [pZ, Matrix.mul_apply, Fin.sum_univ_succ]
  have yx : pY * pX = -(pX * pY) := by
    ext i j; fin_cases i <;> fin_cases j <;> simp [pX, pY, Matrix.mul_apply, Fin.sum_univ_succ]
  have zx : pZ * pX = -(pX * pZ) := by
    ext i j; fin_cases i <;> fin_cases j <;> simp [pX, pZ, Matrix.mul_apply, Fin.sum_univ_succ]
  have zy : pZ * pY = -(pY * pZ) := by
    ext i j; fin_cases i <;> fin_cases j <;> simp [pY, pZ, Matrix.mul_apply, Fin.sum_univ_succ]
  constructor
  · intro a; fin_cases a <;> simp [mul, one, xx, zz]
  · intro b; fin_cases b <;> simp [mul, one, yy, zz]
  · intro a c hac
    fin_cases a <;> fin_cases c <;>
      first | exact absurd rfl hac | simp [mul, n1, n2, zz, zx]
  · intro b d hbd
    fin_cases b <;> fin_cases d <;>
      first | exact absurd rfl hbd | simp [mul, n1, n2, zz, zy]
  · intro a b
    fin_cases a <;> fin_cases b <;> simp [mul, n1, n2, n3, zz, yx, zx, zy]

end

end MajoranaContextuality
```

```lean
#print axioms MajoranaContextuality.bilinear_sq
#print axioms MajoranaContextuality.bilinear_comm
#print axioms MajoranaContextuality.majorana_contextuality
#print axioms MajoranaContextuality.drop_one_relation
```

```
'MajoranaContextuality.bilinear_sq' depends on axioms: [propext, Classical.choice, Quot.sound]
'MajoranaContextuality.bilinear_comm' depends on axioms: [propext, Classical.choice, Quot.sound]
'MajoranaContextuality.majorana_contextuality' depends on axioms: [propext, Classical.choice, Quot.sound]
'MajoranaContextuality.drop_one_relation' depends on axioms: [propext, Classical.choice, Quot.sound]
```
